# The three zeros per reciprocal cell of the linear spin-wave energy in the nearest-neighbour triangular Heisenberg antiferromagnet

Put the phase factors $1$, $e^{ia}$ and $e^{i(a+b)}$ on the corners of one triangle. For $a=b=2\pi/3$ they point 120° apart and add to zero. For $a=b=0$ they are aligned and add to three. With

$$g(a,b)=\tfrac13\bigl(\cos a+\cos b+\cos(a+b)\bigr),$$

the first case gives $g=-\tfrac12$ and the second $g=1$. These are the two ways in which the product $(1-g)(1+2g)$ can vanish. Let $a$ and $b$ be the phases of a wavevector along two bonds at 120° to each other. In linear spin-wave theory this product is then the squared magnon energy of the 120° state of the isotropic nearest-neighbour Heisenberg antiferromagnet, in units of $(3JS)^2$, for the Hamiltonian $J\sum\mathbf S_i\cdot\mathbf S_j$ with each bond counted once, spin length $S$ and $\hbar=1$. It is never negative, and it has exactly three zeros in each reciprocal cell of the triangular lattice, which is three times as large as the reciprocal cell of the magnetic order.

## The model as definitions

```lean
import Mathlib

open Real

namespace TriangularSpinWaves

noncomputable section
```

The first line loads the mathematical library Mathlib, and `open Real` lets the file write `cos` and `π` for the real cosine and for $\pi$.

```lean
/-- The nearest-neighbour structure function of the triangular lattice, where `a` and `b` are the
phases of the wavevector along two primitive bonds at 120 degrees to each other. -/
def g (a b : ℝ) : ℝ := (cos a + cos b + cos (a + b)) / 3
```

A `def` introduces a function. Here `a` and `b` are real numbers, the phases $\mathbf k\cdot\boldsymbol\delta_1$ and $\mathbf k\cdot\boldsymbol\delta_2$ of the wavevector along two primitive bonds at 120° to each other. The third bond direction is their sum.

```lean
/-- The squared spin-wave energy in units of `(3 J S)^2`. -/
def dispersionSq (a b : ℝ) : ℝ := (1 - g a b) * (1 + 2 * g a b)
```

This is $(1-g)(1+2g)$.

```lean
/-- The magnon energy of the 120-degree state with exchange `J` and spin length `S`. -/
def magnonEnergy (J S a b : ℝ) : ℝ := 3 * J * S * √(dispersionSq a b)
```

The magnon energy is $\omega=3JS\sqrt{(1-g)(1+2g)}$, with $\hbar=1$, spin length $S$ and exchange $J$ for a Hamiltonian that counts each bond once.

```lean
/-- The matrix of the linearised equations of motion, which couples the annihilation operator
at a wavevector to the creation operator at the opposite wavevector. -/
def motionMatrix (J S a b : ℝ) : Matrix (Fin 2) (Fin 2) ℝ :=
  !![3 * J * S * (1 + g a b / 2), -(9 / 2 * J * S * g a b);
     -(-(9 / 2 * J * S * g a b)), -(3 * J * S * (1 + g a b / 2))]
```

In the frame that rotates with the 120° order, the linearised equations of motion have the matrix

$$\begin{pmatrix}A&B\\-B&-A\end{pmatrix},\qquad A=3JS\left(1+\tfrac g2\right),\quad B=-\tfrac92JSg.$$

The file takes this matrix as its starting point; it does not derive it from the Heisenberg Hamiltonian. The ordered state is assumed, and interactions between magnons are left out.

## Nonnegativity and the magnon energy

```lean
/-- The factor `1 + 2g` is one third of the squared modulus of a sum of three phase factors,
written here through its real and imaginary parts. -/
theorem one_add_two_g (a b : ℝ) :
    1 + 2 * g a b =
      ((1 + cos a + cos (a + b)) ^ 2 + (sin a + sin (a + b)) ^ 2) / 3 := by
  have hb : cos b = cos (a + b) * cos a + sin (a + b) * sin a := by
    rw [← Real.cos_sub]
    congr 1
    ring
  unfold g
  linear_combination (2 / 3) * hb - (1 / 3) * Real.sin_sq_add_cos_sq a
    - (1 / 3) * Real.sin_sq_add_cos_sq (a + b)
```

A `theorem` has its statement before `:=` and its proof after it. This one says

$$1+2g=\tfrac13\left|1+e^{ia}+e^{i(a+b)}\right|^2 .$$

By hand, the squared modulus is $3$ plus twice the cosine of each phase difference. The differences are $a$, $a+b$ and $b$, so the total is $3+6g$. The proof obtains $\cos b$ from $b=(a+b)-a$ and uses $\sin^2+\cos^2=1$ twice.

```lean
/-- The squared spin-wave energy is nonnegative at every wavevector. -/
theorem dispersionSq_nonneg (a b : ℝ) : 0 ≤ dispersionSq a b := by
  unfold dispersionSq
  apply mul_nonneg
  · unfold g
    linarith [Real.cos_le_one a, Real.cos_le_one b, Real.cos_le_one (a + b)]
  · rw [one_add_two_g]
    positivity
```

Each cosine is at most $1$, so $1-g\ge0$. The previous identity gives $1+2g\ge0$. The proof treats the two factors in this order: `linarith` adds up the cosine bounds, and `positivity` recognises a sum of squares.

```lean
/-- The eigenvalues of the linearised equations of motion are exactly plus and minus the
magnon energy. -/
theorem motionMatrix_eigenvalues (J S a b E : ℝ) :
    (E • (1 : Matrix (Fin 2) (Fin 2) ℝ) - motionMatrix J S a b).det = 0 ↔
      E = magnonEnergy J S a b ∨ E = -magnonEnergy J S a b := by
  have key : ∀ A B : ℝ,
      (E • (1 : Matrix (Fin 2) (Fin 2) ℝ) - !![A, B; -B, -A]).det = E ^ 2 - A ^ 2 + B ^ 2 := by
    intro A B
    simp [Matrix.det_fin_two]
    ring
  -- the square root is genuine because its argument is nonnegative
  have hw : magnonEnergy J S a b ^ 2 = (3 * J * S) ^ 2 * dispersionSq a b := by
    unfold magnonEnergy
    rw [mul_pow, Real.sq_sqrt (dispersionSq_nonneg a b)]
  have hdet : (E • (1 : Matrix (Fin 2) (Fin 2) ℝ) - motionMatrix J S a b).det
      = E ^ 2 - magnonEnergy J S a b ^ 2 := by
    unfold motionMatrix
    rw [key, hw]
    unfold dispersionSq
    ring
  rw [hdet, sub_eq_zero, sq_eq_sq_iff_eq_or_eq_neg]
```

The symbol `↔` means "if and only if". A real number $E$ is a root of the characteristic polynomial exactly when $E=\omega$ or $E=-\omega$. By hand,

$$\det(E-M)=E^2-A^2+B^2,$$

$$A^2-B^2=9J^2S^2\left[\left(1+\tfrac g2\right)^2-\tfrac94g^2\right]=9J^2S^2(1-g)(1+2g)=\omega^2 .$$

`key` is the determinant and `hdet` the combined result. Nonnegativity enters at `hw`, because Lean's square root returns $0$ for a negative argument and squaring it would then not give the argument back.

## Locating the zeros

```lean
/-- The squared spin-wave energy vanishes exactly when `3a` and `b - a` are both trivial
phases. -/
theorem dispersionSq_eq_zero_iff_cos (a b : ℝ) :
    dispersionSq a b = 0 ↔ cos (3 * a) = 1 ∧ cos (b - a) = 1 := by
  have hsq := Real.sin_sq_add_cos_sq a
  rw [Real.cos_three_mul]
  constructor
  · intro h
    unfold dispersionSq at h
    rcases mul_eq_zero.mp h with h | h
    · -- g = 1: all three cosines are maximal
      unfold g at h
      have h1 := Real.cos_le_one a
      have h2 := Real.cos_le_one b
      have h3 := Real.cos_le_one (a + b)
      have ha : cos a = 1 := by linarith
      have hb : cos b = 1 := by linarith
      rw [ha] at hsq
      have hs : sin a = 0 := (pow_eq_zero_iff two_ne_zero).mp (by linarith)
      rw [Real.cos_sub, ha, hb, hs]
      norm_num
    · -- g = -1/2: the three phase factors sum to zero
      rw [one_add_two_g] at h
      have p := sq_nonneg (1 + cos a + cos (a + b))
      have q := sq_nonneg (sin a + sin (a + b))
      have hX : 1 + cos a + cos (a + b) = 0 :=
        (pow_eq_zero_iff two_ne_zero).mp (by linarith)
      have hY : sin a + sin (a + b) = 0 :=
        (pow_eq_zero_iff two_ne_zero).mp (by linarith)
      have hcs : cos (a + b) = -1 - cos a := by linarith
      have hss : sin (a + b) = -sin a := by linarith
      have h1 := Real.sin_sq_add_cos_sq (a + b)
      rw [hcs, hss] at h1
      have hca : cos a = -1 / 2 := by linear_combination (1 / 2) * h1 - (1 / 2) * hsq
      have hsa : sin a ^ 2 = 3 / 4 := by
        rw [hca] at hsq
        linarith
      have hb : cos b = cos (a + b) * cos a + sin (a + b) * sin a := by
        rw [← Real.cos_sub]
        congr 1
        ring
      have hb' : sin b = sin (a + b) * cos a - cos (a + b) * sin a := by
        rw [← Real.sin_sub]
        congr 1
        ring
      constructor
      · rw [hca]
        norm_num
      · rw [Real.cos_sub, hb, hb', hcs, hss, hca]
        linear_combination (3 / 2) * hsa
  · rintro ⟨h3, hd⟩
    have hs : sin (b - a) = 0 := by
      have h := Real.sin_sq_add_cos_sq (b - a)
      rw [hd] at h
      exact (pow_eq_zero_iff two_ne_zero).mp (by linarith)
    have e1 := Real.cos_add a (b - a)
    have e2 := Real.sin_add a (b - a)
    rw [add_sub_cancel, hd, hs] at e1 e2
    have hc : cos b = cos a := by linarith
    have hn : sin b = sin a := by linarith
    have hss : sin a * sin a = 1 - cos a ^ 2 := by linarith [sq (sin a)]
    -- what remains is a quartic in cos a, a multiple of the cubic in h3
    unfold dispersionSq g
    rw [Real.cos_add a b, hc, hn, hss]
    linear_combination (-2 / 9) * (cos a + 2) * h3
```

The product vanishes exactly when $\cos 3a=1$ and $\cos(b-a)=1$.

Suppose first that it vanishes. One factor must be zero, and `rcases` splits the proof accordingly.

- If $g=1$, all three cosines equal $1$. Then $\sin a=0$, and both conditions follow.
- If $1+2g=0$, the phase sum is zero, so $\cos(a+b)=-1-\cos a$ and $\sin(a+b)=-\sin a$. Squaring and adding gives $1=2+2\cos a$, hence $\cos a=-\tfrac12$ and $\cos3a=4\cos^3a-3\cos a=1$. Expanding $b=(a+b)-a$ gives $\cos b=\cos a$ and $\sin b=\sin a$, so $\cos(b-a)=1$.

Conversely, $\cos(b-a)=1$ forces $\sin(b-a)=0$, so $b$ has the same cosine and sine as $a$. With $c=\cos a$, $g=(2c^2+2c-1)/3$ and

$$(1-g)(1+2g)=\tfrac29(1-c)(c+2)(2c+1)^2=-\tfrac29(c+2)\,(4c^3-3c-1).$$

The last bracket is $\cos3a-1$, which is zero.

### How `linear_combination` closes the argument

The final line of that proof is `linear_combination (-2 / 9) * (cos a + 2) * h3`, where `h3` is the equation $4c^3-3c=1$. The tactic takes known equations with chosen multipliers, subtracts their weighted sum from the goal, and checks that what remains is a polynomial identity. The multiplier $-\tfrac29(c+2)$ is the cofactor in the factorisation above. The person supplies the factorisation, and Lean checks it by expanding. To this check `cos a` is just a variable, so every trigonometric fact has to be supplied as an equation.

```lean
/-- In the extended zone the squared spin-wave energy vanishes exactly at `a = 2πm/3`, `b = a + 2πk`
with integers `m` and `k`. -/
theorem dispersionSq_eq_zero_iff (a b : ℝ) :
    dispersionSq a b = 0 ↔ ∃ m k : ℤ, a = 2 * π * m / 3 ∧ b = a + 2 * π * k := by
  rw [dispersionSq_eq_zero_iff_cos, Real.cos_eq_one_iff, Real.cos_eq_one_iff]
  constructor
  · rintro ⟨⟨m, hm⟩, ⟨k, hk⟩⟩
    exact ⟨m, k, by linarith, by linarith⟩
  · rintro ⟨m, k, hm, hk⟩
    exact ⟨⟨m, by linarith⟩, ⟨k, by linarith⟩⟩
```

A cosine equals $1$ only at integer multiples of $2\pi$. The zeros in the whole plane are therefore $a=2\pi m/3$, $b=a+2\pi k$ with integers $m,k$.

```lean
/-- The product `(1 - g)(1 + 2g)` is nonnegative everywhere, and in one reciprocal cell it
vanishes exactly at `(0,0)`, `(2π/3,2π/3)` and `(4π/3,4π/3)`. -/
theorem goldstone_points :
    (∀ a b : ℝ, 0 ≤ (1 - g a b) * (1 + 2 * g a b)) ∧
    ∀ a ∈ Set.Ico 0 (2 * π), ∀ b ∈ Set.Ico 0 (2 * π),
      ((1 - g a b) * (1 + 2 * g a b) = 0 ↔
        (a = 0 ∧ b = 0) ∨ (a = 2 * π / 3 ∧ b = 2 * π / 3) ∨
          (a = 4 * π / 3 ∧ b = 4 * π / 3)) := by
  refine ⟨dispersionSq_nonneg, ?_⟩
  rintro a ⟨ha0, ha1⟩ b ⟨hb0, hb1⟩
  have hp := Real.pi_pos
  refine (dispersionSq_eq_zero_iff a b).trans ⟨?_, ?_⟩
  · rintro ⟨m, k, hm, hk⟩
    -- the cell leaves only k = 0 and m = 0, 1, 2
    have k1 : (k : ℝ) < 1 := lt_of_mul_lt_mul_left (by linarith : π * k < π * 1) hp.le
    have k2 : (-1 : ℝ) < k := lt_of_mul_lt_mul_left (by linarith : π * (-1) < π * k) hp.le
    have m1 : (m : ℝ) < 3 := lt_of_mul_lt_mul_left (by linarith : π * m < π * 3) hp.le
    have m2 : (-1 : ℝ) < m := lt_of_mul_lt_mul_left (by linarith : π * (-1) < π * m) hp.le
    have k1' : k < 1 := by exact_mod_cast k1
    have k2' : -1 < k := by exact_mod_cast k2
    have m1' : m < 3 := by exact_mod_cast m1
    have m2' : -1 < m := by exact_mod_cast m2
    have hk0 : k = 0 := by omega
    have hba : b = a := by
      rw [hk, hk0]
      simp
    have hm3 : m = 0 ∨ m = 1 ∨ m = 2 := by omega
    rcases hm3 with h | h | h
    · rw [h] at hm
      push_cast at hm
      exact Or.inl ⟨by linarith, by linarith⟩
    · rw [h] at hm
      push_cast at hm
      exact Or.inr (Or.inl ⟨by linarith, by linarith⟩)
    · rw [h] at hm
      push_cast at hm
      exact Or.inr (Or.inr ⟨by linarith, by linarith⟩)
  · rintro (⟨h, h'⟩ | ⟨h, h'⟩ | ⟨h, h'⟩)
    · exact ⟨0, 0, by push_cast; linarith, by push_cast; linarith⟩
    · exact ⟨1, 0, by push_cast; linarith, by push_cast; linarith⟩
    · exact ⟨2, 0, by push_cast; linarith, by push_cast; linarith⟩
```

`Set.Ico 0 (2 * π)` is the half-open interval $[0,2\pi)$. The theorem joins nonnegativity for all real $a,b$ to the list of zeros in one cell. From $0\le 2\pi m/3<2\pi$ follows $-1<m<3$, and from $|b-a|<2\pi$ follows $-1<k<1$. Hence $k=0$ and $m\in\{0,1,2\}$, which `omega` concludes by integer arithmetic. The three points are the zone centre and the two inequivalent zone corners. Their reading as Goldstone modes of the broken spin rotations is physical interpretation; the theorem locates the zeros.

```lean
/-- For positive exchange and spin length, the magnon energy in one reciprocal cell vanishes
exactly at the three points `(0,0)`, `(2π/3,2π/3)` and `(4π/3,4π/3)`. -/
theorem magnonEnergy_eq_zero_iff {J S a b : ℝ} (hJ : 0 < J) (hS : 0 < S)
    (ha : a ∈ Set.Ico 0 (2 * π)) (hb : b ∈ Set.Ico 0 (2 * π)) :
    magnonEnergy J S a b = 0 ↔
      (a = 0 ∧ b = 0) ∨ (a = 2 * π / 3 ∧ b = 2 * π / 3) ∨
        (a = 4 * π / 3 ∧ b = 4 * π / 3) := by
  have hJS : 3 * J * S ≠ 0 := by positivity
  rw [← goldstone_points.2 a ha b hb]
  unfold magnonEnergy
  rw [mul_eq_zero, or_iff_right hJS, Real.sqrt_eq_zero (dispersionSq_nonneg a b)]
  rfl
```

For $J,S>0$ the prefactor $3JS$ is nonzero, so $\omega$ vanishes at the same three points. A linear spin-wave program run on the isotropic nearest-neighbour Heisenberg antiferromagnet in its 120° state should reproduce these zeros and, up to rounding, return no imaginary frequencies.

## A linear upper bound

```lean
/-- For nonnegative exchange and spin length, the magnon energy is bounded above by `3 J S` times
the square root of the quadratic form `a² + ab + b²` in the wavevector phases. -/
theorem magnonEnergy_le_linear {J S : ℝ} (hJ : 0 ≤ J) (hS : 0 ≤ S) (a b : ℝ) :
    magnonEnergy J S a b ≤ 3 * J * S * √(a ^ 2 + a * b + b ^ 2) := by
  have h1 : 1 - g a b ≤ (a ^ 2 + a * b + b ^ 2) / 3 := by
    unfold g
    nlinarith [Real.one_sub_sq_div_two_le_cos (x := a),
      Real.one_sub_sq_div_two_le_cos (x := b), Real.one_sub_sq_div_two_le_cos (x := a + b)]
  have h2 : 1 + 2 * g a b ≤ 3 := by
    unfold g
    linarith [Real.cos_le_one a, Real.cos_le_one b, Real.cos_le_one (a + b)]
  have h3 : 0 ≤ 1 + 2 * g a b := by
    rw [one_add_two_g]
    positivity
  have h4 : 0 ≤ (a ^ 2 + a * b + b ^ 2) / 3 := by
    nlinarith [sq_nonneg (a + b), sq_nonneg a, sq_nonneg b]
  have h : dispersionSq a b ≤ a ^ 2 + a * b + b ^ 2 := by
    have h5 := mul_le_mul h1 h2 h3 h4
    unfold dispersionSq
    linarith
  exact mul_le_mul_of_nonneg_left (Real.sqrt_le_sqrt h) (by positivity)

end

end TriangularSpinWaves
```

For $J,S\ge0$, $\omega\le3JS\sqrt{a^2+ab+b^2}$. From $1-\cos x\le x^2/2$,

$$1-g\le\tfrac16\left(a^2+b^2+(a+b)^2\right)=\tfrac13(a^2+ab+b^2),$$

and $0\le1+2g\le3$. Multiplying the bounds and taking the root gives the result. The energy therefore rises at most linearly with distance from the zone centre. These steps are `h1` to `h4`, and `h` is their product.

```lean
#print axioms TriangularSpinWaves.motionMatrix_eigenvalues
#print axioms TriangularSpinWaves.magnonEnergy_eq_zero_iff
#print axioms TriangularSpinWaves.magnonEnergy_le_linear
```

```
'TriangularSpinWaves.motionMatrix_eigenvalues' depends on axioms: [propext, Classical.choice, Quot.sound]
'TriangularSpinWaves.magnonEnergy_eq_zero_iff' depends on axioms: [propext, Classical.choice, Quot.sound]
'TriangularSpinWaves.magnonEnergy_le_linear' depends on axioms: [propext, Classical.choice, Quot.sound]
```
